# Sector projectors of commuting involutions and the block form of a symmetric Hamiltonian

Before a qubit Hamiltonian $H$ is simulated, symmetry tapering looks for Pauli strings $\tau_0,\dots,\tau_{m-1}$ that commute with $H$ and with one another, chooses a sign $s_i=\pm1$ for each, and restricts the problem to states with $\tau_i\psi=s_i\psi$. For a spin-conserving electronic Hamiltonian in a finite orbital basis under the Jordan–Wigner mapping, the parities of the spin-up and spin-down electron numbers are such strings. The step rests on two facts: $H$ does not couple different sign choices, and every eigenvalue of $H$ occurs for some choice. The rotation of the $\tau_i$ to single-qubit operators and the removal of those qubits are separate steps and are not treated.

## Operators and sectors

Operators are complex square matrices whose rows and columns are labelled by a finite type `n`, of any size; no qubit structure is assumed. The number of symmetries is $m$, with $i=0,\dots,m-1$ as in `Fin m`.

```lean
import Mathlib

open Matrix

namespace SymmetryTapering

noncomputable section

variable {n : Type*} [Fintype n] [DecidableEq n] {m : ℕ}
```

A sign vector is a function `s : Fin m → Bool`, and $s_i$ stands for `sgn (s i)`, with `true` read as $+1$.

```lean
/-- The sign `+1` or `-1` encoded by a Boolean. -/
def sgn : Bool → ℂ
  | true => 1
  | false => -1
```

For an operator $\tau$ and a sign $b$, put $F_b(\tau)=\tfrac12(1+b\tau)$.

```lean
/-- The factor `(1 + s τ)/2` for one symmetry operator `τ` and one sign `s`. -/
def factor (b : Bool) (τ : Matrix n n ℂ) : Matrix n n ℂ :=
  (1 / 2 : ℂ) • (1 + sgn b • τ)
```

The sector operator is the product in increasing order of $i$,
$$P_s=F_{s_0}(\tau_0)\,F_{s_1}(\tau_1)\cdots F_{s_{m-1}}(\tau_{m-1}).$$
For $m=0$ there is one empty sign vector and $P_s=1$.

```lean
/-- The sector operator `P_s`, the ordered product of `(1 + s_i τ_i)/2` over `i`. -/
def proj (τ : Fin m → Matrix n n ℂ) (s : Fin m → Bool) : Matrix n n ℂ :=
  (List.ofFn fun i => factor (s i) (τ i)).prod
```

Write $s=(s_0,s')$ and let $P'_{s'}$ be the sector operator of $\tau_1,\dots,\tau_{m-1}$. Then $P_s=F_{s_0}(\tau_0)P'_{s'}$, the recursion behind each induction on $m$. In Lean the remaining operators are `fun i => τ i.succ`.

```lean
/-- `P_s` is the first factor times the sector operator of the remaining symmetries. -/
theorem proj_succ (τ : Fin (m + 1) → Matrix n n ℂ) (s : Fin (m + 1) → Bool) :
    proj τ s = factor (s 0) (τ 0) * proj (fun i => τ i.succ) (fun i => s i.succ) := by
  simp [proj, List.ofFn_succ]
```

## The projector algebra

Completeness needs no assumption on the $\tau_i$. Splitting the sum and using $\sum_{s'}P'_{s'}=1$,
$$\sum_s P_s=\sum_{b=\pm1}F_b(\tau_0)\sum_{s'}P'_{s'}=\tfrac12(1+\tau_0)+\tfrac12(1-\tau_0)=1 .$$
`Fin.consEquiv` performs the split and `module` adds the two factors.

```lean
/-- The sector operators summed over all sign vectors give the identity. -/
theorem sum_proj (τ : Fin m → Matrix n n ℂ) : ∑ s, proj τ s = 1 := by
  induction m with
  | zero => simp [proj]
  | succ m ih =>
    have h : ∀ (b : Bool) (t : Fin m → Bool),
        proj τ (Fin.consEquiv (fun _ : Fin (m + 1) => Bool) (b, t))
          = factor b (τ 0) * proj (fun i => τ i.succ) t := by
      intro b t
      rw [proj_succ]
      rfl
    -- split the sign vector into its first sign and the rest
    rw [← (Fin.consEquiv fun _ : Fin (m + 1) => Bool).sum_comp, Fintype.sum_prod_type]
    simp only [h, ← Finset.mul_sum, ih, mul_one]
    rw [Fintype.sum_bool]
    simp only [factor, sgn]
    module
```

If a matrix $X$ commutes with every $\tau_i$, it commutes with each $\tfrac12(1+s_i\tau_i)$ and so with their product. `Commute X Y` means $XY=YX$.

```lean
/-- An operator commuting with every `τ_i` commutes with `P_s`. -/
theorem commute_proj (τ : Fin m → Matrix n n ℂ) (s : Fin m → Bool) {X : Matrix n n ℂ}
    (h : ∀ i, Commute X (τ i)) : Commute X (proj τ s) := by
  induction m with
  | zero => simp [proj]
  | succ m ih =>
    rw [proj_succ]
    refine Commute.mul_right ?_ (ih _ _ fun i => h i.succ)
    unfold factor
    exact ((Commute.one_right X).add_right ((h 0).smul_right _)).smul_right _
```

Now let the $\tau_i$ commute pairwise (`hc`) and obey $\tau_i^2=1$ (`hsq`). For $i=0$, since $s_0^2=1$,
$$\tau_0F_{s_0}(\tau_0)=\tfrac12(\tau_0+s_0)=s_0\,\tfrac12(1+s_0\tau_0),$$
which is `h0`. For $i\ge1$, $\tau_i$ passes through the first factor (`hf`) and the induction hypothesis `e` applies: $\tau_iP_s=F_{s_0}(\tau_0)\,\tau_iP'_{s'}=s_iP_s$.

```lean
/-- For commuting involutions, `τ_i P_s = s_i P_s`. -/
theorem tau_mul_proj (τ : Fin m → Matrix n n ℂ) (hc : ∀ i j, Commute (τ i) (τ j))
    (hsq : ∀ i, τ i * τ i = 1) (s : Fin m → Bool) :
    ∀ i, τ i * proj τ s = sgn (s i) • proj τ s := by
  induction m with
  | zero => intro i; exact i.elim0
  | succ m ih =>
    intro i
    rw [proj_succ]
    cases i using Fin.cases with
    | zero =>
      -- τ (1 + s τ)/2 = s (1 + s τ)/2 because τ² = 1 and s² = 1
      have h0 : τ 0 * factor (s 0) (τ 0) = sgn (s 0) • factor (s 0) (τ 0) := by
        cases s 0 <;> simp only [factor, sgn, mul_smul_comm, mul_add, mul_one, hsq 0] <;> module
      rw [← mul_assoc, h0, smul_mul_assoc]
    | succ j =>
      have hf : Commute (τ j.succ) (factor (s 0) (τ 0)) := by
        unfold factor
        exact ((Commute.one_right _).add_right ((hc _ 0).smul_right _)).smul_right _
      have e : τ j.succ * proj (fun i => τ i.succ) (fun i => s i.succ)
          = sgn (s j.succ) • proj (fun i => τ i.succ) (fun i => s i.succ) :=
        ih (fun i => τ i.succ) (fun a b => hc a.succ b.succ) (fun a => hsq a.succ)
          (fun i => s i.succ) j
      rw [← mul_assoc, hf.eq, mul_assoc, e, mul_smul_comm]
```

For a second sign vector $t\ne s$ choose $i$ with $s_i\neq t_i$. Since $\tau_i$ commutes with $P_s$, it can act to the left or to the right:
$$P_s\tau_iP_t=\tau_iP_sP_t=s_iP_sP_t,\qquad P_s\tau_iP_t=t_iP_sP_t .$$
These are `e1` and `e2`. Their difference is $(s_i-t_i)P_sP_t=0$ with $s_i-t_i=\pm2$, so $P_sP_t=0$. Idempotency then follows from completeness, with $u$ running over sign vectors: $P_s=P_s\sum_uP_u=P_sP_s$, the closing `calc`.

```lean
/-- For commuting involutions, `P_s P_t` is `P_s` when `s = t` and zero otherwise. -/
theorem proj_mul_proj (τ : Fin m → Matrix n n ℂ) (hc : ∀ i j, Commute (τ i) (τ j))
    (hsq : ∀ i, τ i * τ i = 1) (s t : Fin m → Bool) :
    proj τ s * proj τ t = if s = t then proj τ s else 0 := by
  have orth : ∀ s t : Fin m → Bool, s ≠ t → proj τ s * proj τ t = 0 := by
    intro s t h
    obtain ⟨i, hi⟩ := Function.ne_iff.1 h
    -- evaluate P_s τ_i P_t with τ_i acting to the left and to the right
    have e1 : proj τ s * τ i * proj τ t = sgn (s i) • (proj τ s * proj τ t) := by
      rw [← (commute_proj τ s (hc i)).eq, tau_mul_proj τ hc hsq, smul_mul_assoc]
    have e2 : proj τ s * τ i * proj τ t = sgn (t i) • (proj τ s * proj τ t) := by
      rw [mul_assoc, tau_mul_proj τ hc hsq, mul_smul_comm]
    have e3 : (sgn (s i) - sgn (t i)) • (proj τ s * proj τ t) = 0 := by
      rw [sub_smul, ← e1, ← e2, sub_self]
    have hne : sgn (s i) - sgn (t i) ≠ 0 := by
      revert hi
      cases s i <;> cases t i <;> norm_num [sgn]
    exact (smul_eq_zero.1 e3).resolve_left hne
  split_ifs with h
  · rw [← h]
    calc proj τ s * proj τ s = ∑ u, proj τ s * proj τ u :=
          (Finset.sum_eq_single (f := fun u => proj τ s * proj τ u) s
            (fun u _ hu => orth s u hu.symm) (by simp)).symm
      _ = proj τ s := by rw [← Finset.mul_sum, sum_proj, mul_one]
  · exact orth s t h
```

If the $\tau_i$ are Hermitian (`hh`) and commute, each factor is Hermitian because the signs are real, and
$$P_s^\dagger=P_{s'}'^{\dagger}F_{s_0}(\tau_0)^\dagger=P'_{s'}F_{s_0}(\tau_0)=P_s ,$$
where the last step is the commutation `hk`. The condition $\tau_i^2=1$ is not used here. Lean writes the adjoint as `ᴴ`.

```lean
/-- For commuting Hermitian `τ_i`, the operator `P_s` is Hermitian. -/
theorem proj_isHermitian (τ : Fin m → Matrix n n ℂ) (hh : ∀ i, (τ i).IsHermitian)
    (hc : ∀ i j, Commute (τ i) (τ j)) (s : Fin m → Bool) : (proj τ s).IsHermitian := by
  show (proj τ s)ᴴ = proj τ s
  induction m with
  | zero => simp [proj]
  | succ m ih =>
    have hf : (factor (s 0) (τ 0))ᴴ = factor (s 0) (τ 0) := by
      cases s 0 <;> simp [factor, sgn, conjTranspose_smul, conjTranspose_add, (hh 0).eq]
    have hk : Commute (factor (s 0) (τ 0)) (proj (fun i => τ i.succ) (fun i => s i.succ)) := by
      refine commute_proj _ _ fun i => ?_
      unfold factor
      exact ((Commute.one_left _).add_left ((hc 0 i.succ).smul_left _)).smul_left _
    have e := ih (fun i => τ i.succ) (fun a => hh a.succ) (fun a b => hc a.succ b.succ)
      (fun i => s i.succ)
    rw [proj_succ, conjTranspose_mul, hf, e, hk.eq]
```

## The Hamiltonian

For commuting involutions, $H=\sum_sP_sHP_s$ holds exactly when $H$ commutes with every $\tau_i$. In one direction, $H$ commutes with $P_s$, so $P_sHP_s=HP_s^2=HP_s$ and the sum is $H\sum_sP_s=H$. In the other, $\tau_i$ multiplies each block by $s_i$ from either side,
$$\tau_iP_sHP_s=s_iP_sHP_s=P_sHP_s\tau_i ,$$
which are `l` and `r`; summing over $s$ gives $\tau_iH=H\tau_i$.

```lean
/-- For commuting involutions, `H` commutes with every `τ_i` exactly when
`H = ∑ P_s H P_s`. -/
theorem commute_iff_block (τ : Fin m → Matrix n n ℂ) (hc : ∀ i j, Commute (τ i) (τ j))
    (hsq : ∀ i, τ i * τ i = 1) (H : Matrix n n ℂ) :
    (∀ i, Commute (τ i) H) ↔ H = ∑ s, proj τ s * H * proj τ s := by
  constructor
  · intro h
    have e : ∀ s, proj τ s * H * proj τ s = H * proj τ s := by
      intro s
      rw [← (commute_proj τ s fun i => (h i).symm).eq, mul_assoc, proj_mul_proj τ hc hsq,
        if_pos rfl]
    symm
    simp only [e]
    rw [← Finset.mul_sum, sum_proj, mul_one]
  · intro h i
    -- τ_i acts on each block as s_i, from either side
    have l : ∀ s, τ i * (proj τ s * H * proj τ s) = sgn (s i) • (proj τ s * H * proj τ s) := by
      intro s
      rw [← mul_assoc, ← mul_assoc, tau_mul_proj τ hc hsq, smul_mul_assoc, smul_mul_assoc]
    have r : ∀ s, proj τ s * H * proj τ s * τ i = sgn (s i) • (proj τ s * H * proj τ s) := by
      intro s
      rw [mul_assoc (proj τ s * H), ← (commute_proj τ s (hc i)).eq, tau_mul_proj τ hc hsq,
        mul_smul_comm]
    show τ i * H = H * τ i
    calc τ i * H = τ i * ∑ s, proj τ s * H * proj τ s := by rw [← h]
      _ = (∑ s, proj τ s * H * proj τ s) * τ i := by
          rw [Finset.mul_sum, Finset.sum_mul]
          exact Finset.sum_congr rfl fun s _ => (l s).trans (r s).symm
      _ = H * τ i := by rw [← h]
```

The main theorem takes $m$ matrices $\tau_i$ that are Hermitian, square to one, commute pairwise and commute with $H$ (`hH`). Its seven conclusions, in order, are $P_s^\dagger=P_s$; $P_s^2=P_s$; $P_sP_t=0$ for $s\ne t$; $\sum_sP_s=1$; $\tau_iP_s=s_iP_s$; $P_sHP_t=0$ for $s\neq t$; and $H=\sum_sP_sHP_s$. The only new computation is $P_sHP_t=HP_sP_t=0$; the rest collects the lemmas.

The matrix $H$ need not be Hermitian, and the $\tau_i$ need not be Pauli strings. The symmetries are given, and how to find them is left open. They are not assumed independent, so a $P_s$ may vanish: with $\tau_1=\tau_0$, $F_{+1}(\tau_0)F_{-1}(\tau_0)=\tfrac14(1-\tau_0^2)=0$. The theorem accordingly says nothing on the rank of $P_s$ or on the number of qubits saved.

```lean
/-- For commuting Hermitian involutions `τ_i` that commute with `H`, the `P_s` are Hermitian,
idempotent, mutually orthogonal, sum to one and obey `τ_i P_s = s_i P_s`; moreover
`P_s H P_t = 0` for `s ≠ t` and `H = ∑ P_s H P_s`. -/
theorem sector_decomposition (τ : Fin m → Matrix n n ℂ) (H : Matrix n n ℂ)
    (hh : ∀ i, (τ i).IsHermitian) (hsq : ∀ i, τ i * τ i = 1)
    (hc : ∀ i j, Commute (τ i) (τ j)) (hH : ∀ i, Commute (τ i) H) :
    (∀ s, (proj τ s).IsHermitian) ∧ (∀ s, proj τ s * proj τ s = proj τ s) ∧
    (∀ s t, s ≠ t → proj τ s * proj τ t = 0) ∧ ∑ s, proj τ s = 1 ∧
    (∀ s i, τ i * proj τ s = sgn (s i) • proj τ s) ∧
    (∀ s t, s ≠ t → proj τ s * H * proj τ t = 0) ∧ H = ∑ s, proj τ s * H * proj τ s := by
  refine ⟨proj_isHermitian τ hh hc, fun s => ?_, fun s t h => ?_, sum_proj τ,
    tau_mul_proj τ hc hsq, fun s t h => ?_, (commute_iff_block τ hc hsq H).1 hH⟩
  · rw [proj_mul_proj τ hc hsq, if_pos rfl]
  · rw [proj_mul_proj τ hc hsq, if_neg h]
  · rw [← (commute_proj τ s fun i => (hH i).symm).eq, mul_assoc, proj_mul_proj τ hc hsq,
      if_neg h, mul_zero]
```

Let $Hv=Ev$ with a vector $v\ne0$ and a complex number $E$; `*ᵥ` is the action of a matrix on a vector. Since $\sum_sP_sv=v\neq0$ (`hsum`), some $P_sv$ is nonzero, and for it
$$HP_sv=P_sHv=E\,P_sv,\qquad \tau_iP_sv=s_iP_sv .$$
Every eigenvalue of $H$ therefore has an eigenvector with definite signs. Hermiticity is not required. The vector $P_sv$ need not be normalised, $v$ itself need not have definite signs, and the theorem does not identify the sector that holds the ground state.

```lean
/-- If commuting involutions `τ_i` commute with `H` and `H v = E v` with `v ≠ 0`, then some
`P_s v` is nonzero, obeys `H P_s v = E P_s v` and has `τ_i P_s v = s_i P_s v` for all `i`. -/
theorem eigenvector_in_sector (τ : Fin m → Matrix n n ℂ) (H : Matrix n n ℂ)
    (hsq : ∀ i, τ i * τ i = 1) (hc : ∀ i j, Commute (τ i) (τ j)) (hH : ∀ i, Commute (τ i) H)
    (E : ℂ) (v : n → ℂ) (hv : v ≠ 0) (hE : H *ᵥ v = E • v) :
    ∃ s, proj τ s *ᵥ v ≠ 0 ∧ H *ᵥ (proj τ s *ᵥ v) = E • (proj τ s *ᵥ v) ∧
      ∀ i, τ i *ᵥ (proj τ s *ᵥ v) = sgn (s i) • (proj τ s *ᵥ v) := by
  have hsum : ∑ s, proj τ s *ᵥ v = v := by
    rw [← Matrix.sum_mulVec, sum_proj, Matrix.one_mulVec]
  obtain ⟨s, -, hs⟩ := Finset.exists_ne_zero_of_sum_ne_zero (hsum.trans_ne hv)
  refine ⟨s, hs, ?_, fun i => ?_⟩
  · rw [Matrix.mulVec_mulVec, (commute_proj τ s fun i => (hH i).symm).eq,
      ← Matrix.mulVec_mulVec, hE, Matrix.mulVec_smul]
  · rw [Matrix.mulVec_mulVec, tau_mul_proj τ hc hsq]
    exact Matrix.smul_mulVec _ _ _
```

## Two qubits

Take the basis $|00\rangle,|01\rangle,|10\rangle,|11\rangle$, indexed $0$ to $3$ by `Fin 4`, the Pauli matrices $X,Y,Z$, and $m=2$. The first symmetry is $\tau_0=Z\otimes Z$, written $ZZ$.

```lean
/-- The two-qubit Pauli string `Z ⊗ Z`. -/
def pauliZZ : Matrix (Fin 4) (Fin 4) ℂ := !![1, 0, 0, 0; 0, -1, 0, 0; 0, 0, -1, 0; 0, 0, 0, 1]
```

The second is $\tau_1=XX$.

```lean
/-- The two-qubit Pauli string `X ⊗ X`. -/
def pauliXX : Matrix (Fin 4) (Fin 4) ℂ := !![0, 0, 0, 1; 0, 0, 1, 0; 0, 1, 0, 0; 1, 0, 0, 0]
```

The Hamiltonian is $H=XX+YY+ZZ$, which is the exchange coupling $4\,\mathbf S_1\cdot\mathbf S_2$ of two spins one-half with $\mathbf S=\tfrac12(X,Y,Z)$ on each qubit. All three matrices are entered by their elements.

```lean
/-- The two-qubit Heisenberg Hamiltonian `X ⊗ X + Y ⊗ Y + Z ⊗ Z`. -/
def heisenberg : Matrix (Fin 4) (Fin 4) ℂ :=
  !![1, 0, 0, 0; 0, -1, 2, 0; 0, 2, -1, 0; 0, 0, 0, 1]
```

The last theorem verifies the four hypotheses of `sector_decomposition` for this choice, and that $ZZ\ne XX$. The seven matrix identities in `h` are checked entry by entry through `fin_cases`.

```lean
/-- The distinct strings `Z ⊗ Z` and `X ⊗ X` are commuting Hermitian involutions that commute
with the two-qubit Heisenberg Hamiltonian. -/
theorem sector_decomposition_witness :
    (∀ i, (![pauliZZ, pauliXX] i).IsHermitian) ∧
    (∀ i, ![pauliZZ, pauliXX] i * ![pauliZZ, pauliXX] i = 1) ∧
    (∀ i j, Commute (![pauliZZ, pauliXX] i) (![pauliZZ, pauliXX] j)) ∧
    (∀ i, Commute (![pauliZZ, pauliXX] i) heisenberg) ∧ pauliZZ ≠ pauliXX := by
  have h : pauliZZᴴ = pauliZZ ∧ pauliXXᴴ = pauliXX ∧ pauliZZ * pauliZZ = 1 ∧
      pauliXX * pauliXX = 1 ∧ pauliZZ * pauliXX = pauliXX * pauliZZ ∧
      pauliZZ * heisenberg = heisenberg * pauliZZ ∧
      pauliXX * heisenberg = heisenberg * pauliXX := by
    refine ⟨?_, ?_, ?_, ?_, ?_, ?_, ?_⟩ <;> ext a b <;> fin_cases a <;> fin_cases b <;>
      simp [pauliZZ, pauliXX, heisenberg, Matrix.mul_apply, Fin.sum_univ_four,
        conjTranspose_apply]
  obtain ⟨h1, h2, h3, h4, h5, h6, h7⟩ := h
  refine ⟨Fin.forall_fin_two.2 ⟨h1, h2⟩, Fin.forall_fin_two.2 ⟨h3, h4⟩,
    Fin.forall_fin_two.2 ⟨Fin.forall_fin_two.2 ⟨Commute.refl pauliZZ, h5⟩,
      Fin.forall_fin_two.2 ⟨h5.symm, Commute.refl pauliXX⟩⟩,
    Fin.forall_fin_two.2 ⟨h6, h7⟩, fun h => ?_⟩
  have h0 := congrFun (congrFun h 0) 0
  simp [pauliZZ, pauliXX] at h0

end

end SymmetryTapering
```

```lean
#print axioms SymmetryTapering.commute_iff_block
#print axioms SymmetryTapering.sector_decomposition
#print axioms SymmetryTapering.eigenvector_in_sector
```

```
'SymmetryTapering.commute_iff_block' depends on axioms: [propext, Classical.choice, Quot.sound]
'SymmetryTapering.sector_decomposition' depends on axioms: [propext, Classical.choice, Quot.sound]
'SymmetryTapering.eigenvector_in_sector' depends on axioms: [propext, Classical.choice, Quot.sound]
```

The explicit projectors and energies that follow are worked on paper and were not run through Lean. Label sectors by $(s_0,s_1)$. The first factor is diagonal, $F_{+1}(ZZ)=\mathrm{diag}(1,0,0,1)$ and $F_{-1}(ZZ)=\mathrm{diag}(0,1,1,0)$, and $XX$ exchanges $|00\rangle\leftrightarrow|11\rangle$ and $|01\rangle\leftrightarrow|10\rangle$. For instance
$$P_{--}=\mathrm{diag}(0,1,1,0)\,\tfrac12(1-XX)=\tfrac12\begin{pmatrix}0&0&0&0\\0&1&-1&0\\0&-1&1&0\\0&0&0&0\end{pmatrix}.$$
Each $P_s$ has rank one and projects on a Bell state. Multiplying the matrices gives $YY=-ZZ\cdot XX$, so $H=\tau_0+\tau_1-\tau_0\tau_1$ and $P_sHP_s=E_sP_s$ with the sector energy $E_s=s_0+s_1-s_0s_1$.

| $(s_0,s_1)$ | normalised state | $E_s$ |
|---|---|---|
| $(+,+)$ | $(\lvert00\rangle+\lvert11\rangle)/\sqrt2$ | $1$ |
| $(+,-)$ | $(\lvert00\rangle-\lvert11\rangle)/\sqrt2$ | $1$ |
| $(-,+)$ | $(\lvert01\rangle+\lvert10\rangle)/\sqrt2$ | $1$ |
| $(-,-)$ | $(\lvert01\rangle-\lvert10\rangle)/\sqrt2$ | $-3$ |

The block form reads $H=P_{++}+P_{+-}+P_{-+}-3P_{--}=1-4P_{--}$, whose entries on the states $|01\rangle,|10\rangle$ are $1-2=-1$ on the diagonal and $2$ off it, as in `heisenberg`. The vector $v=|00\rangle$ has $Hv=v$ but is not an eigenvector of $XX$. Its components are $P_{+\pm}v=\tfrac12(|00\rangle\pm|11\rangle)$, each of squared norm $\tfrac12$, and $P_{-\pm}v=0$; normalised, the nonzero ones are the first two states of the table.
